# The Coulomb energy of a polar slab of charged planes is quadratic in the surface-charge reduction

If I leave the outer planes of a polar slab at full charge, I can't extract a sensible surface energy: compared with a slab whose outer charges are suitably reduced, the electrostatic excess grows with every bilayer I add. I would like to know exactly how the energy depends on that reduction.

My model has $2N$ parallel planes with charges per area alternately $s$ and $-s$, separated by gaps alternately $R_1$ and $R_2$, starting and ending with $R_1$. The two outermost charges are multiplied by $1-d$. I believe that the Coulomb energy per area is

$$E_N(d)=2\pi s^2\left[N R_1(1-d)^2+(N-1)R_2d^2\right].$$

Can this be derived from the pair interactions and checked in Lean, together with the best $d$ and the behaviour of thick slabs?

## Each gap stores the square of the charge below it

Yes. Start with any planes $0,\dots,n$ at heights $z_0\le\dots\le z_n$, with charges per area $q_0,\dots,q_n$. In Gaussian units, with the energy of two planes taken as zero when they coincide, their pair energy per area is

$$E=-2\pi\sum_{i<j}q_iq_j|z_i-z_j|.$$

Since the planes are in order, each distance is a sum of gap widths:

$$|z_i-z_j|=z_j-z_i=\sum_{k=i}^{j-1}(z_{k+1}-z_k).$$

Gap $k$, between planes $k$ and $k+1$, therefore appears once for every pair with $i\le k<j$. Write $Q_k=q_0+\dots+q_k$ for the charge below that gap. The charge above it is $Q_n-Q_k$, and exchanging the sums gives

$$E=-2\pi\sum_{k=0}^{n-1}Q_k(Q_n-Q_k)(z_{k+1}-z_k).$$

For a neutral stack $Q_n=0$, so

$$E=2\pi\sum_{k=0}^{n-1}Q_k^2(z_{k+1}-z_k).$$

This is the field energy: the field in gap $k$ is $4\pi Q_k$, and its energy density is $(4\pi Q_k)^2/8\pi=2\pi Q_k^2$.

In the slab, $n=2N-1$ and $Q_0=s(1-d)$. Each inner plane adds $-s$ or $+s$ in turn, so $Q_k$ alternates between $s(1-d)$ for even $k$ and $-sd$ for odd $k$. The top plane carries $-s(1-d)$ and makes the slab neutral. There are $N$ even gaps of width $R_1$ and $N-1$ odd gaps of width $R_2$, which gives the formula for $E_N(d)$. For $N=1$ only the single gap $R_1$ remains.

## The best reduction, and the cost per bilayer

Let $N\ge1$, $R_1>0$ and $R_2\ge0$, and set $a=NR_1$ and $b=(N-1)R_2$. Completing the square,

$$a(1-d)^2+bd^2=(a+b)d^2-2ad+a=(a+b)\left(d-\frac{a}{a+b}\right)^2+\frac{ab}{a+b}.$$

For $s\ne0$ the unique minimum is thus at

$$d_N=\frac{NR_1}{NR_1+(N-1)R_2}.$$

A single bilayer has $d_1=1$: the energy is lowest when both planes are discharged. As $N$ grows, $d_N$ approaches $R_1/(R_1+R_2)$, the reduction that keeps the slab's dipole bounded; I mention this for orientation, as the Lean file treats neither the dipole nor the limit of $d_N$.

Dividing the energy by $N$ gives

$$\frac{E_N(d)}{N}=2\pi s^2\left[R_1(1-d)^2+R_2d^2\right]-\frac{2\pi s^2R_2d^2}{N},$$

and the last term vanishes for thick slabs. The energy per bilayer is therefore finite for every fixed $d$, even for $d=0$. Your trouble lies in the difference between two such limits: between $d=0$ and $d=R_1/(R_1+R_2)$ it is $2\pi s^2R_1^2/(R_1+R_2)$ per bilayer, so the total excess grows linearly with the number of bilayers. For an isolated slab of rigid, uniformly charged planes, this shows how an uncompensated termination spoils a surface energy. A three-dimensionally periodic calculation without a dipole correction also contains the interaction with the slab's periodic images, which $E_N(d)$ leaves out.

## The Lean file

```lean
import Mathlib

open Finset
open scoped Real

namespace PolarSlabEnergy

noncomputable section

/-- Coulomb energy per unit area (Gaussian units) of `n` parallel charged planes with
charges per area `q i` at heights `z i`, summed over pairs. -/
def pairEnergy (n : ℕ) (q z : ℕ → ℝ) : ℝ :=
  -2 * π * ∑ j ∈ range n, ∑ i ∈ range j, q i * q j * |z i - z j|

/-- Total charge per area on the planes `0, ..., k`. -/
def chargeUpTo (q : ℕ → ℝ) (k : ℕ) : ℝ := ∑ i ∈ range (k + 1), q i

/-- The gap above plane `k`: alternately `R1` and `R2`. -/
def gap (R1 R2 : ℝ) (k : ℕ) : ℝ := if Even k then R1 else R2

/-- Height of plane `k`, the sum of the gaps below it. -/
def planePosition (R1 R2 : ℝ) (k : ℕ) : ℝ := ∑ i ∈ range k, gap R1 R2 i

/-- Charge per area of plane `k` in a slab of `2N` planes: alternately `s` and `-s`,
with the two outermost planes scaled by `1 - d`. -/
def planeCharge (N : ℕ) (s d : ℝ) (k : ℕ) : ℝ :=
  (if k = 0 ∨ k + 1 = 2 * N then 1 - d else 1) * ((-1) ^ k * s)

/-- Coulomb energy per unit area of the polar slab of `2N` planes. -/
def slabEnergy (N : ℕ) (s R1 R2 d : ℝ) : ℝ :=
  pairEnergy (2 * N) (planeCharge N s d) (planePosition R1 R2)

theorem chargeUpTo_succ (q : ℕ → ℝ) (k : ℕ) :
    chargeUpTo q (k + 1) = chargeUpTo q k + q (k + 1) :=
  Finset.sum_range_succ _ _

/-- Summation by parts, for heights in any order: the sum over planes `i = 0, ..., n` of the charge
`q i` times the signed height difference `z (n + 1) - z i` equals the sum over `k = 0, ..., n` of
the total charge on planes `0, ..., k` times `z (k + 1) - z k`. -/
theorem distance_sum (q z : ℕ → ℝ) (n : ℕ) :
    ∑ i ∈ range (n + 1), q i * (z (n + 1) - z i) =
      ∑ k ∈ range (n + 1), chargeUpTo q k * (z (k + 1) - z k) := by
  induction n with
  | zero => simp [chargeUpTo]
  | succ n ih =>
    have split : ∑ i ∈ range (n + 1), q i * (z (n + 1 + 1) - z i) =
        ∑ i ∈ range (n + 1), q i * (z (n + 1) - z i)
          + chargeUpTo q n * (z (n + 1 + 1) - z (n + 1)) := by
      unfold chargeUpTo
      rw [Finset.sum_mul, ← Finset.sum_add_distrib]
      exact Finset.sum_congr rfl fun i _ => by ring
    rw [Finset.sum_range_succ,
      Finset.sum_range_succ (fun k => chargeUpTo q k * (z (k + 1) - z k)),
      ← ih, split, chargeUpTo_succ]
    ring

/-- For heights in any order, the pair sum of charge products times signed height differences equals
a sum over `k = 0, ..., n - 1`: the total charge on planes `0, ..., k`, times the total charge on
planes `k + 1, ..., n`, times `z (k + 1) - z k`. -/
theorem pair_sum (q z : ℕ → ℝ) (n : ℕ) :
    ∑ j ∈ range (n + 1), ∑ i ∈ range j, q i * q j * (z j - z i) =
      ∑ k ∈ range n,
        chargeUpTo q k * (chargeUpTo q n - chargeUpTo q k) * (z (k + 1) - z k) := by
  induction n with
  | zero => simp
  | succ n ih =>
    -- the new plane interacts with all planes below it
    have h1 : ∑ i ∈ range (n + 1), q i * q (n + 1) * (z (n + 1) - z i) =
        q (n + 1) * ∑ k ∈ range (n + 1), chargeUpTo q k * (z (k + 1) - z k) := by
      rw [← distance_sum, Finset.mul_sum]
      exact Finset.sum_congr rfl fun i _ => by ring
    -- the topmost gap had no charge above it before
    have h3 : ∑ k ∈ range n,
          chargeUpTo q k * (chargeUpTo q n - chargeUpTo q k) * (z (k + 1) - z k) =
        ∑ k ∈ range (n + 1),
          chargeUpTo q k * (chargeUpTo q n - chargeUpTo q k) * (z (k + 1) - z k) := by
      rw [Finset.sum_range_succ]
      ring
    rw [Finset.sum_range_succ, ih, h1, h3, Finset.mul_sum, ← Finset.sum_add_distrib]
    refine Finset.sum_congr rfl fun k _ => ?_
    rw [chargeUpTo_succ q n]
    ring

/-- For a neutral stack of planes in order of height, the pair energy is `2π` times the sum
over gaps of the squared charge below the gap times the gap width. -/
theorem pairEnergy_of_neutral {q z : ℕ → ℝ} {n : ℕ} (hz : Monotone z)
    (h0 : chargeUpTo q n = 0) :
    pairEnergy (n + 1) q z =
      2 * π * ∑ k ∈ range n, chargeUpTo q k ^ 2 * (z (k + 1) - z k) := by
  have habs : ∑ j ∈ range (n + 1), ∑ i ∈ range j, q i * q j * |z i - z j| =
      ∑ j ∈ range (n + 1), ∑ i ∈ range j, q i * q j * (z j - z i) := by
    refine Finset.sum_congr rfl fun j _ => Finset.sum_congr rfl fun i hi => ?_
    rw [abs_sub_comm, abs_of_nonneg (sub_nonneg.mpr (hz (Finset.mem_range.mp hi).le))]
  rw [pairEnergy, habs, pair_sum, h0, Finset.mul_sum, Finset.mul_sum]
  exact Finset.sum_congr rfl fun k _ => by ring

/-- Below the top plane of the slab, the accumulated charge alternates between `s(1-d)`
and `-sd`. -/
theorem slab_chargeUpTo (N : ℕ) (s d : ℝ) (k : ℕ) (hk : k + 1 < 2 * N) :
    chargeUpTo (planeCharge N s d) k = if Even k then s * (1 - d) else -(s * d) := by
  induction k with
  | zero =>
    have h : chargeUpTo (planeCharge N s d) 0 = planeCharge N s d 0 := by
      simp [chargeUpTo]
    rw [h, planeCharge, if_pos (Or.inl rfl), if_pos (by decide : Even 0)]
    ring
  | succ k ih =>
    have hin : ¬(k + 1 = 0 ∨ k + 1 + 1 = 2 * N) := by omega
    rw [chargeUpTo_succ, ih (by omega), planeCharge, if_neg hin]
    rcases Nat.even_or_odd k with h | h
    · have h1 : ¬Even (k + 1) := fun h' => Nat.even_add_one.mp h' h
      rw [if_pos h, if_neg h1, pow_succ, h.neg_one_pow]
      ring
    · have h2 : ¬Even k := Nat.not_even_iff_odd.mpr h
      rw [if_neg h2, if_pos (Nat.even_add_one.mpr h2), pow_succ, h.neg_one_pow]
      ring

theorem alternating_sum (a b : ℝ) (m : ℕ) :
    ∑ k ∈ range (2 * m + 1), (if Even k then a else b) = (m + 1) * a + m * b := by
  induction m with
  | zero => simp
  | succ m ih =>
    have h1 : ¬Even (2 * m + 1) := by rw [Nat.even_iff]; omega
    have h2 : Even (2 * m + 1 + 1) := by rw [Nat.even_iff]; omega
    rw [show 2 * (m + 1) + 1 = 2 * m + 1 + 1 + 1 by ring, Finset.sum_range_succ,
      Finset.sum_range_succ, ih, if_neg h1, if_pos h2]
    push_cast
    ring

/-- Energy per area of a polar slab of `N ≥ 1` bilayers with nonnegative gaps `R1`, `R2`
and outer charges scaled by `1 - d`. -/
theorem slabEnergy_eq {N : ℕ} (hN : 1 ≤ N) (s d : ℝ) {R1 R2 : ℝ}
    (h1 : 0 ≤ R1) (h2 : 0 ≤ R2) :
    slabEnergy N s R1 R2 d =
      2 * π * s ^ 2 * (N * R1 * (1 - d) ^ 2 + (N - 1) * R2 * d ^ 2) := by
  obtain ⟨M, rfl⟩ : ∃ M, N = M + 1 := ⟨N - 1, by omega⟩
  have hstep : ∀ k, planePosition R1 R2 (k + 1) = planePosition R1 R2 k + gap R1 R2 k :=
    fun k => Finset.sum_range_succ _ _
  have hz : Monotone (planePosition R1 R2) := by
    refine monotone_nat_of_le_succ fun k => ?_
    have hg : 0 ≤ gap R1 R2 k := by
      unfold gap
      split_ifs <;> assumption
    rw [hstep]
    linarith
  -- the slab is neutral
  have h0 : chargeUpTo (planeCharge (M + 1) s d) (2 * M + 1) = 0 := by
    have he : Even (2 * M) := even_two_mul M
    have ho : 2 * M + 1 = 0 ∨ 2 * M + 1 + 1 = 2 * (M + 1) := by omega
    rw [chargeUpTo_succ, slab_chargeUpTo (M + 1) s d (2 * M) (by omega), if_pos he,
      planeCharge, if_pos ho, pow_succ, he.neg_one_pow]
    ring
  -- each gap contributes one of two values
  have hsum : ∑ k ∈ range (2 * M + 1), chargeUpTo (planeCharge (M + 1) s d) k ^ 2 *
        (planePosition R1 R2 (k + 1) - planePosition R1 R2 k) =
      ∑ k ∈ range (2 * M + 1),
        (if Even k then (s * (1 - d)) ^ 2 * R1 else (s * d) ^ 2 * R2) := by
    refine Finset.sum_congr rfl fun k hk => ?_
    have hk' := Finset.mem_range.mp hk
    rw [slab_chargeUpTo (M + 1) s d k (by omega), hstep, gap]
    split_ifs <;> ring
  rw [slabEnergy, show 2 * (M + 1) = 2 * M + 1 + 1 by ring,
    pairEnergy_of_neutral hz h0, hsum, alternating_sum]
  push_cast
  ring

/-- The charge reduction `N R1 / (N R1 + (N-1) R2)`, for `N ≥ 1`, `R1 > 0`, `R2 ≥ 0`. -/
def optimalReduction (N : ℕ) (R1 R2 : ℝ) : ℝ := N * R1 / (N * R1 + (N - 1) * R2)

/-- For `N ≥ 1`, `R1 > 0` and `R2 ≥ 0`, the slab energy as a completed square in the charge
reduction `d`: if `s ≠ 0`, it is a parabola centred at `optimalReduction`; if `s = 0`, it is zero.
-/
theorem slabEnergy_parabola {N : ℕ} (hN : 1 ≤ N) (s d : ℝ) {R1 R2 : ℝ}
    (h1 : 0 < R1) (h2 : 0 ≤ R2) :
    slabEnergy N s R1 R2 d = 2 * π * s ^ 2 *
      (N * R1 * ((N - 1) * R2) / (N * R1 + (N - 1) * R2)
        + (N * R1 + (N - 1) * R2) * (d - optimalReduction N R1 R2) ^ 2) := by
  have hN' : (1 : ℝ) ≤ N := by exact_mod_cast hN
  have ha : 0 < (N : ℝ) * R1 := mul_pos (by linarith) h1
  have hb : 0 ≤ ((N : ℝ) - 1) * R2 := mul_nonneg (by linarith) h2
  rw [slabEnergy_eq hN s d h1.le h2, optimalReduction]
  generalize (N : ℝ) * R1 = a at *
  generalize ((N : ℝ) - 1) * R2 = b at *
  have hi : (a + b) * (a + b)⁻¹ = 1 := mul_inv_cancel₀ (by linarith)
  rw [div_eq_mul_inv, div_eq_mul_inv]
  generalize (a + b)⁻¹ = i at *
  linear_combination (-(2 * π * s ^ 2) * (a + a ^ 2 * i - 2 * d * a)) * hi

/-- For nonzero plane charge, `N ≥ 1`, `R1 > 0` and `R2 ≥ 0`, every charge reduction other
than `optimalReduction` gives a strictly higher slab energy. -/
theorem slabEnergy_min {N : ℕ} (hN : 1 ≤ N) {s d R1 R2 : ℝ} (hs : s ≠ 0)
    (h1 : 0 < R1) (h2 : 0 ≤ R2) (hd : d ≠ optimalReduction N R1 R2) :
    slabEnergy N s R1 R2 (optimalReduction N R1 R2) < slabEnergy N s R1 R2 d := by
  have hN' : (1 : ℝ) ≤ N := by exact_mod_cast hN
  have ha : 0 < (N : ℝ) * R1 := mul_pos (by linarith) h1
  have hb : 0 ≤ ((N : ℝ) - 1) * R2 := mul_nonneg (by linarith) h2
  have hsq : 0 < (d - optimalReduction N R1 R2) ^ 2 := pow_pos_of_ne hd
  rw [slabEnergy_parabola hN s _ h1 h2, slabEnergy_parabola hN s d h1 h2, sub_self]
  have hc : 0 < 2 * π * s ^ 2 := by positivity
  refine mul_lt_mul_of_pos_left ?_ hc
  have hp := mul_pos (add_pos_of_pos_of_nonneg ha hb) hsq
  linarith
where
  pow_pos_of_ne {x y : ℝ} (h : x ≠ y) : 0 < (x - y) ^ 2 :=
    pow_pos_iff_aux (sub_ne_zero.mpr h)
  pow_pos_iff_aux {x : ℝ} (h : x ≠ 0) : 0 < x ^ 2 := by positivity

/-- For nonnegative gaps and any fixed charge reduction `d`, the energy per bilayer converges
as the slab grows thick. -/
theorem energy_per_bilayer (s d : ℝ) {R1 R2 : ℝ} (h1 : 0 ≤ R1) (h2 : 0 ≤ R2) :
    Filter.Tendsto (fun N : ℕ => slabEnergy N s R1 R2 d / N) Filter.atTop
      (nhds (2 * π * s ^ 2 * (R1 * (1 - d) ^ 2 + R2 * d ^ 2))) := by
  have h : Filter.Tendsto (fun N : ℕ => 2 * π * s ^ 2 * (R1 * (1 - d) ^ 2 + R2 * d ^ 2)
      - 2 * π * s ^ 2 * R2 * d ^ 2 * (N : ℝ)⁻¹) Filter.atTop
      (nhds (2 * π * s ^ 2 * (R1 * (1 - d) ^ 2 + R2 * d ^ 2)
        - 2 * π * s ^ 2 * R2 * d ^ 2 * 0)) :=
    tendsto_const_nhds.sub (tendsto_inv_atTop_nhds_zero_nat.const_mul _)
  rw [mul_zero, sub_zero] at h
  refine h.congr' ?_
  filter_upwards [Filter.eventually_ge_atTop 1] with N hN
  have hN0 : (N : ℝ) ≠ 0 := by
    exact_mod_cast (by omega : N ≠ 0)
  have hi : (N : ℝ) * (N : ℝ)⁻¹ = 1 := mul_inv_cancel₀ hN0
  rw [slabEnergy_eq hN s d h1 h2, div_eq_mul_inv]
  linear_combination (-(2 * π * s ^ 2 * (R1 * (1 - d) ^ 2 + R2 * d ^ 2))) * hi

end

end PolarSlabEnergy
```

```lean
#print axioms PolarSlabEnergy.slabEnergy_min
#print axioms PolarSlabEnergy.energy_per_bilayer
```

```
'PolarSlabEnergy.slabEnergy_min' depends on axioms: [propext, Classical.choice, Quot.sound]
'PolarSlabEnergy.energy_per_bilayer' depends on axioms: [propext, Classical.choice, Quot.sound]
```

## What the theorems say about the slab

`pairEnergy n q z` is the pair sum for the first `n` planes of two real sequences, charges `q` and heights `z`. The inner sum runs over `i` below `j`, so each pair counts once. `chargeUpTo q k` is $Q_k$, with plane `k` included. `gap`, `planePosition` and `planeCharge` build the slab, with plane `0` at height zero, and `slabEnergy N s R1 R2 d` is its energy $E_N(d)$.

- `pairEnergy_of_neutral` is the gap formula for `n + 1` planes. `Monotone z` says that they are in order of height, and `chargeUpTo q n = 0` that they are neutral.
- `slabEnergy_eq` is your formula, for `1 ≤ N` and nonnegative gaps. Both `s` and `d` may be any real numbers.
- `slabEnergy_parabola` is the completed square, centred at `optimalReduction`, which is $d_N$. It requires `0 < R1` and `0 ≤ R2`.
- `slabEnergy_min` adds `s ≠ 0` and says that every other `d` gives a strictly higher energy.
- `energy_per_bilayer` is the thick-slab limit at fixed `d`, for nonnegative gaps.

Neutrality matters in the gap formula. Two planes of charge $1$ at distance $1$ have pair energy $-2\pi$, whereas the sum of squares would give $+2\pi$. For the slab, neutrality is proved, because both outer charges are scaled by the same factor.

The model smears each layer of ions into a uniform sheet. It leaves out the energy within a layer, short-range repulsion, electronic polarisation and relaxation of the gaps. The minimum is accordingly the electrostatic optimum over the single parameter $d$, and does not predict how a real surface reconstructs.

The energy could also have been defined as the integral of the squared field over $8\pi$. The gap formula would then follow almost directly from the definition, but its agreement with the Coulomb pair sum would need a proof. A charged stack would have infinite energy, since its field does not vanish outside. The pair sum is finite for any finite stack, and here the sum of squares is a theorem about it.

## From the pair sum to the parabola in Lean

Where the derivation exchanges two sums, Lean adds one plane at a time. `distance_sum` rewrites the charge-weighted distances from a new top plane to all planes below it as $\sum_k Q_k(z_{k+1}-z_k)$. Its induction step, `split`, divides each distance to the next plane up into the old distance and one new gap.

`pair_sum` then proves the formula with $Q_k(Q_n-Q_k)$ by induction. The new plane contributes its charge times the sum from `distance_sum`. The newest gap previously had no charge above it, so `h3` can include it in the old sum as a zero term. The two sums then run over the same gaps and combine term by term.

In `pairEnergy_of_neutral`, the ordering of the heights removes the absolute values, and setting $Q_n=0$ leaves the squares.

`slab_chargeUpTo` follows the accumulated charge up the slab by induction, with a case for each parity. `alternating_sum` counts the gaps: among $2m+1$ terms, $m+1$ are even and $m$ are odd. `slabEnergy_eq` writes $N=M+1$, checks that the heights are ordered and the slab is neutral, and inserts the two values of the squared charge.

For the parabola, Lean abbreviates $NR_1$ and $(N-1)R_2$ to `a` and `b`, and the inverse of their sum to `i`. The completed square then follows from $(a+b)i=1$ by `linear_combination`. `slabEnergy_min` compares the parabola at its centre with its value elsewhere, where the squared term is strictly positive. `energy_per_bilayer` uses the decomposition of $E_N(d)/N$ given above, valid from $N=1$ on, and the fact that $1/N$ tends to zero.
